# Powers of the Herglotz generating function yield \(2l+1\) linearly independent harmonic polynomials of degree \(l\)

To write down angular functions for a multipole expansion or an atomic orbital of angular momentum \(l\), one can raise a single expression, linear in \(x,y,z\), to the power \(l\) and read off the coefficients of the powers of an auxiliary variable \(t\). This works because the \(2l+1\) coefficients are homogeneous of degree \(l\) in \(x,y,z\), all satisfy Laplace's equation, and none is a linear combination of the others.

```lean
import Mathlib

open Polynomial

namespace HerglotzGenerating

noncomputable section

/-- Complex polynomials in the Cartesian coordinates x, y, z (indices 0, 1, 2). -/
abbrev Poly3 := MvPolynomial (Fin 3) ℂ

/-- The vector a(t) = (1 - t², i(1 + t²), 2t). -/
def nullVector : Fin 3 → ℂ[X] :=
  ![1 - X ^ 2, C Complex.I * (1 + X ^ 2), 2 * X]

/-- The Herglotz generating function r · a(t), a polynomial in t over ℂ[x, y, z]. -/
def generator : Polynomial Poly3 :=
  ∑ i, C (MvPolynomial.X i) * (nullVector i).map MvPolynomial.C

/-- The coefficient of t^k in (r · a(t))^l. -/
def solid (l k : ℕ) : Poly3 := (generator ^ l).coeff k

/-- The Laplacian ∂²/∂x² + ∂²/∂y² + ∂²/∂z². -/
def laplacian (p : Poly3) : Poly3 :=
  ∑ i, MvPolynomial.pderiv i (MvPolynomial.pderiv i p)

/-- The angular momentum component L_z = -i (x ∂/∂y - y ∂/∂x), in units of ħ. -/
def angularZ (p : Poly3) : Poly3 :=
  -(MvPolynomial.C Complex.I) * (MvPolynomial.X 0 * MvPolynomial.pderiv 1 p
    - MvPolynomial.X 1 * MvPolynomial.pderiv 0 p)

/-- The vector a(t) is null: a(t) · a(t) = 0. -/
theorem nullVector_sq : ∑ i, nullVector i ^ 2 = 0 := by
  have hI : (C Complex.I : ℂ[X]) ^ 2 = -1 := by
    rw [← C_pow, Complex.I_sq]; simp
  rw [Fin.sum_univ_three]
  change (1 - X ^ 2) ^ 2 + (C Complex.I * (1 + X ^ 2)) ^ 2 + (2 * X) ^ 2 = (0 : ℂ[X])
  linear_combination (1 + X ^ 2) ^ 2 * hI

/-- Written out, the generating function is x(1 - t²) + i y(1 + t²) + 2 z t. -/
theorem generator_eq : generator = C (MvPolynomial.X 0) * (1 - X ^ 2)
    + C (MvPolynomial.C Complex.I * MvPolynomial.X 1) * (1 + X ^ 2)
    + C (2 * MvPolynomial.X 2) * X := by
  have h2 : (C (2 : Poly3) : Polynomial Poly3) = 2 := map_ofNat C 2
  rw [generator, Fin.sum_univ_three]
  change C _ * (1 - X ^ 2 : ℂ[X]).map _ + C _ * (C Complex.I * (1 + X ^ 2) : ℂ[X]).map _
    + C _ * (2 * X : ℂ[X]).map _ = _
  simp only [Polynomial.map_sub, Polynomial.map_add, Polynomial.map_mul, Polynomial.map_pow,
    Polynomial.map_one, Polynomial.map_X, Polynomial.map_C, Polynomial.map_ofNat,
    Polynomial.C_mul, h2]
  ring

/-- Leibniz rule for a spatial derivative acting on the coefficients of a product of
polynomials in t. -/
theorem coeff_leibniz (i : Fin 3) {p q p' q' : Polynomial Poly3}
    (hp : ∀ k, MvPolynomial.pderiv i (p.coeff k) = p'.coeff k)
    (hq : ∀ k, MvPolynomial.pderiv i (q.coeff k) = q'.coeff k) (k : ℕ) :
    MvPolynomial.pderiv i ((p * q).coeff k) = (p' * q + p * q').coeff k := by
  simp only [coeff_add, coeff_mul, _root_.map_sum, ← Finset.sum_add_distrib]
  refine Finset.sum_congr rfl fun x _ => ?_
  rw [Derivation.leibniz, hp, hq, smul_eq_mul, smul_eq_mul]
  ring

/-- The gradient of r · a(t) is a(t), coefficient by coefficient. -/
theorem pderiv_generator (i : Fin 3) (k : ℕ) : MvPolynomial.pderiv i (generator.coeff k)
    = ((nullVector i).map MvPolynomial.C).coeff k := by
  simp only [generator, Fin.sum_univ_three, coeff_add, coeff_C_mul, coeff_map, _root_.map_add,
    Derivation.leibniz, MvPolynomial.pderiv_C, MvPolynomial.pderiv_X, smul_eq_mul]
  fin_cases i <;> simp

/-- The gradient of (r · a)^(l+1) is (l+1) (r · a)^l a, coefficient by coefficient. -/
theorem pderiv_solid (i : Fin 3) (l k : ℕ) : MvPolynomial.pderiv i (solid (l + 1) k)
    = (((l : Polynomial Poly3) + 1) *
      (generator ^ l * (nullVector i).map MvPolynomial.C)).coeff k := by
  induction l generalizing k with
  | zero =>
    simp only [solid, zero_add, pow_one, pow_zero, Nat.cast_zero, one_mul]
    exact pderiv_generator i k
  | succ n ih =>
    have e : solid (n + 1 + 1) k = (generator ^ (n + 1) * generator).coeff k := by
      simp only [solid, pow_succ]
    rw [e, coeff_leibniz i (p := generator ^ (n + 1)) ih (pderiv_generator i) k]
    congr 1
    push_cast
    ring

/-- Every coefficient of the Herglotz expansion satisfies Laplace's equation. -/
theorem laplacian_solid (l k : ℕ) : laplacian (solid l k) = 0 := by
  match l with
  | 0 =>
    have h : ∀ i, MvPolynomial.pderiv i (solid 0 k) = 0 := by
      intro i
      simp only [solid, pow_zero, coeff_one]
      split_ifs <;> simp
    simp [laplacian, h]
  | 1 =>
    have h : ∀ i, MvPolynomial.pderiv i (solid 1 k)
        = MvPolynomial.C ((nullVector i).coeff k) := by
      intro i
      rw [solid, pow_one, pderiv_generator, coeff_map]
    simp [laplacian, h]
  | n + 2 =>
    -- the second derivative along i carries the factor a_i²
    have h : ∀ i, MvPolynomial.pderiv i (MvPolynomial.pderiv i (solid (n + 1 + 1) k))
        = (((n : Polynomial Poly3) + 2) * ((n : Polynomial Poly3) + 1) * generator ^ n *
          ((nullVector i).map (MvPolynomial.C (σ := Fin 3))) ^ 2).coeff k := by
      intro i
      have e : (((n + 1 : ℕ) : Polynomial Poly3) + 1) *
          (generator ^ (n + 1) * (nullVector i).map MvPolynomial.C)
          = generator ^ (n + 1) *
            ((((n + 1 : ℕ) : ℂ[X]) + 1) * nullVector i).map MvPolynomial.C := by
        simp only [Polynomial.map_mul, Polynomial.map_add, Polynomial.map_natCast,
          Polynomial.map_one]
        ring
      rw [pderiv_solid i (n + 1) k, e]
      refine (coeff_leibniz i (p := generator ^ (n + 1)) (q' := 0) (pderiv_solid i n)
        (fun m => by rw [coeff_map, MvPolynomial.pderiv_C, coeff_zero]) k).trans ?_
      congr 1
      simp only [Polynomial.map_mul, Polynomial.map_add, Polynomial.map_natCast,
        Polynomial.map_one]
      push_cast
      ring
    -- summing over i gives a · a = 0
    have hs := congrArg (Polynomial.map (MvPolynomial.C (σ := Fin 3))) nullVector_sq
    simp only [Fin.sum_univ_three, Polynomial.map_add, Polynomial.map_pow,
      Polynomial.map_zero] at hs
    change laplacian (solid (n + 1 + 1) k) = 0
    simp only [laplacian, h, Fin.sum_univ_three, ← coeff_add, ← mul_add]
    rw [hs, mul_zero, coeff_zero]

/-- L_z multiplies the coefficient of t^k in (r · a(t))^l by l - k. -/
theorem angularZ_solid (l k : ℕ) :
    angularZ (solid l k) = MvPolynomial.C ((l : ℂ) - k) * solid l k := by
  cases l with
  | zero =>
    simp only [angularZ, solid, pow_zero, coeff_one]
    split_ifs with h <;> simp [h]
  | succ n =>
    have hI : (C (MvPolynomial.C Complex.I) : Polynomial Poly3) ^ 2 = -1 := by
      rw [← _root_.map_pow, ← _root_.map_pow, Complex.I_sq]; simp
    have hA0 : (nullVector 0).map (MvPolynomial.C (σ := Fin 3)) = 1 - X ^ 2 := by
      simp [nullVector]
    have hA1 : (nullVector 1).map (MvPolynomial.C (σ := Fin 3))
        = C (MvPolynomial.C Complex.I) * (1 + X ^ 2) := by
      simp [nullVector]
    have hd : derivative generator = (C (MvPolynomial.X 0) : Polynomial Poly3) * (-(2 * X))
        + (C (MvPolynomial.C Complex.I * MvPolynomial.X 1) : Polynomial Poly3) * (2 * X)
        + (C (2 * MvPolynomial.X 2) : Polynomial Poly3) := by
      simp only [generator_eq, pow_two, derivative_add, derivative_sub, derivative_mul,
        derivative_C, derivative_one, derivative_X]
      ring
    -- L_z acts on the generating function as 1 - t d/dt
    have key : -(C (MvPolynomial.C Complex.I) : Polynomial Poly3) *
        (C (MvPolynomial.X 0) * (nullVector 1).map MvPolynomial.C
          - C (MvPolynomial.X 1) * (nullVector 0).map MvPolynomial.C)
        = generator - X * derivative generator := by
      rw [hd, hA0, hA1, generator_eq]
      simp only [Polynomial.C_mul]
      linear_combination (-(C (MvPolynomial.X 0) : Polynomial Poly3) * (1 + X ^ 2)) * hI
    have hpoly : -(C (MvPolynomial.C Complex.I) : Polynomial Poly3) *
        (C (MvPolynomial.X 0) * (((n : Polynomial Poly3) + 1) *
            (generator ^ n * (nullVector 1).map MvPolynomial.C))
          - C (MvPolynomial.X 1) * (((n : Polynomial Poly3) + 1) *
            (generator ^ n * (nullVector 0).map MvPolynomial.C)))
        = C ((n : Poly3) + 1) * generator ^ (n + 1)
          - X * derivative (generator ^ (n + 1)) := by
      rw [derivative_pow, Nat.add_sub_cancel]
      simp only [Nat.cast_add, Nat.cast_one, _root_.map_add, _root_.map_natCast, _root_.map_one]
      linear_combination (((n : Polynomial Poly3) + 1) * generator ^ n) * key
    have euler : (X * derivative (generator ^ (n + 1))).coeff k
        = (k : Poly3) * (generator ^ (n + 1)).coeff k := by
      cases k with
      | zero => simp
      | succ k => rw [coeff_X_mul, coeff_derivative]; push_cast; ring
    have hneg : -(C (MvPolynomial.C Complex.I) : Polynomial Poly3)
        = C (-(MvPolynomial.C Complex.I)) := C_neg.symm
    rw [hneg] at hpoly
    have hc := congrArg (fun p => coeff p k) hpoly
    simp only [coeff_C_mul, coeff_sub, euler] at hc
    have hcast : (MvPolynomial.C (((n + 1 : ℕ) : ℂ) - k) : Poly3) = (n : Poly3) + 1 - k := by
      simp
    rw [angularZ, pderiv_solid, pderiv_solid, hcast, solid]
    linear_combination hc

/-- The coefficients of (r · a(t))^l are homogeneous of degree l in x, y, z. -/
theorem solid_isHomogeneous (l k : ℕ) : (solid l k).IsHomogeneous l := by
  have h : ∀ (i : Fin 3) (c : ℂ),
      (MvPolynomial.X i * MvPolynomial.C c : Poly3).IsHomogeneous 1 := fun i c =>
    (MvPolynomial.isHomogeneous_X ℂ i).mul (MvPolynomial.isHomogeneous_C (Fin 3) c)
  have hg : ∀ m, (generator.coeff m).IsHomogeneous 1 := by
    intro m
    simp only [generator, Fin.sum_univ_three, coeff_add, coeff_C_mul, coeff_map]
    exact ((h 0 _).add (h 1 _)).add (h 2 _)
  induction l generalizing k with
  | zero =>
    simp only [solid, pow_zero, coeff_one]
    split_ifs
    · exact MvPolynomial.isHomogeneous_one _ _
    · exact MvPolynomial.isHomogeneous_zero _ _ _
  | succ n ih =>
    rw [solid, pow_succ, coeff_mul]
    exact MvPolynomial.IsHomogeneous.sum _ _ _ fun x _ => (ih x.1).mul (hg x.2)

/-- Restriction of a polynomial to the curve x = (1 - s²)/2, y = -i(1 + s²)/2, z = s. -/
def coneRestriction : Poly3 →+* ℂ[X] :=
  MvPolynomial.eval₂Hom C
    ![C (1 / 2) * (1 - X ^ 2), C (-Complex.I / 2) * (1 + X ^ 2), X]

/-- Binomial expansion: the coefficient of t^k in (1 + s t)^n is binom(n, k) s^k. -/
theorem coeff_binomial (s : ℂ[X]) (n k : ℕ) :
    ((1 + C s * X : Polynomial ℂ[X]) ^ n).coeff k = (n.choose k : ℂ[X]) * s ^ k := by
  induction n generalizing k with
  | zero => cases k <;> simp [coeff_one]
  | succ n ih =>
    have e : (1 + C s * X : Polynomial ℂ[X]) ^ (n + 1)
        = (1 + C s * X) ^ n + C s * ((1 + C s * X) ^ n * X) := by ring
    rw [e, coeff_add, coeff_C_mul]
    cases k with
    | zero => rw [ih]; simp
    | succ k => rw [coeff_mul_X, ih, ih, Nat.choose_succ_succ']; push_cast; ring

/-- On the curve of `coneRestriction` the coefficient of t^k becomes binom(2l, k) s^k. -/
theorem coneRestriction_solid (l k : ℕ) :
    coneRestriction (solid l k) = C (((2 * l).choose k : ℕ) : ℂ) * X ^ k := by
  have h0 : coneRestriction (MvPolynomial.X 0) = C (1 / 2) * (1 - X ^ 2) :=
    MvPolynomial.eval₂Hom_X' _ _ 0
  have h1 : coneRestriction (MvPolynomial.X 1) = C (-Complex.I / 2) * (1 + X ^ 2) :=
    MvPolynomial.eval₂Hom_X' _ _ 1
  have h2 : coneRestriction (MvPolynomial.X 2) = X := MvPolynomial.eval₂Hom_X' _ _ 2
  have hC : coneRestriction (MvPolynomial.C Complex.I) = C Complex.I :=
    MvPolynomial.eval₂Hom_C _ _ _
  have hz : Complex.I * (-Complex.I / 2) = 1 / 2 := by
    linear_combination (-1 / 2) * Complex.I_sq
  have hJ : (C (C Complex.I) * C (C (-Complex.I / 2)) : Polynomial ℂ[X]) = C (C (1 / 2)) := by
    rw [← C_mul, ← C_mul, hz]
  have hh : (C (C (1 / 2)) + C (C (1 / 2)) : Polynomial ℂ[X]) = 1 := by
    rw [← C_add, ← C_add, add_halves]; simp
  -- the generating function becomes a perfect square
  have hmap : generator.map coneRestriction = (1 + C X * X) ^ 2 := by
    rw [generator_eq]
    simp only [Polynomial.map_add, Polynomial.map_mul, Polynomial.map_sub, Polynomial.map_pow,
      Polynomial.map_one, Polynomial.map_X, Polynomial.map_C, _root_.map_mul, h0, h1, h2, hC,
      Polynomial.map_ofNat, _root_.map_ofNat, _root_.map_add, _root_.map_sub, _root_.map_pow,
      _root_.map_one]
    linear_combination ((1 + C X ^ 2) * (1 + X ^ 2)) * hJ + (1 + C X ^ 2 * X ^ 2) * hh
  rw [solid, ← coeff_map, Polynomial.map_pow, hmap, ← pow_mul, coeff_binomial,
    _root_.map_natCast]

/-- Herglotz expansion: (x(1 - t²) + i y(1 + t²) + 2 z t)^l is a sum over t^0, ..., t^(2l)
whose 2l + 1 coefficients are harmonic and linearly independent over ℂ. -/
theorem herglotz_expansion (l : ℕ) :
    generator ^ l = ∑ k ∈ Finset.range (2 * l + 1), C (solid l k) * X ^ k ∧
    (∀ k : Fin (2 * l + 1), laplacian (solid l k) = 0) ∧
    LinearIndependent ℂ (fun k : Fin (2 * l + 1) => solid l k) := by
  refine ⟨?_, fun k => laplacian_solid l k, ?_⟩
  · have hd : generator.natDegree ≤ 2 := by
      rw [generator_eq]
      compute_degree
    have h : (generator ^ l).natDegree < 2 * l + 1 :=
      lt_of_le_of_lt (natDegree_pow_le.trans (Nat.mul_le_mul_left l hd)) (by omega)
    simp only [C_mul_X_pow_eq_monomial, solid]
    exact as_sum_range' _ _ h
  · rw [Fintype.linearIndependent_iff]
    intro c hc j
    have hC : ∀ a : ℂ, coneRestriction (MvPolynomial.C a) = C a := fun a =>
      MvPolynomial.eval₂Hom_C _ _ _
    -- restrict the relation to the curve and read off the coefficient of s^j
    have h := congrArg (fun p => lcoeff ℂ (j : ℕ) (coneRestriction p)) hc
    simp only [MvPolynomial.smul_eq_C_mul, _root_.map_sum, _root_.map_mul, hC,
      coneRestriction_solid, _root_.map_zero, lcoeff_apply, coeff_C_mul, coeff_X_pow] at h
    rw [Finset.sum_eq_single j] at h
    · rw [if_pos rfl, mul_one] at h
      have hj := j.isLt
      exact (mul_eq_zero.mp h).resolve_right
        (Nat.cast_ne_zero.mpr (Nat.choose_pos (by omega)).ne')
    · intro i _ hij
      rw [if_neg (fun e => hij (Fin.ext e.symm))]
      simp
    · simp

end

end HerglotzGenerating
```

```lean
#print axioms HerglotzGenerating.angularZ_solid
#print axioms HerglotzGenerating.solid_isHomogeneous
#print axioms HerglotzGenerating.herglotz_expansion
```

```
'HerglotzGenerating.angularZ_solid' depends on axioms: [propext, Classical.choice, Quot.sound]
'HerglotzGenerating.solid_isHomogeneous' depends on axioms: [propext, Classical.choice, Quot.sound]
'HerglotzGenerating.herglotz_expansion' depends on axioms: [propext, Classical.choice, Quot.sound]
```

## The expansion and its coefficients

Let \(\mathbf r=(x,y,z)\) and

\[
\mathbf a(t)=\bigl(1-t^2,\; i(1+t^2),\; 2t\bigr),\qquad
H=\mathbf r\cdot\mathbf a(t)=x(1-t^2)+iy(1+t^2)+2tz .
\]

The polynomials \(S_{l,k}(x,y,z)\) are defined by \(H^l=\sum_{k=0}^{2l}S_{l,k}\,t^k\). For \(l=1\) they are \(x+iy\), \(2z\) and \(-(x-iy)\). Divided by \(r=|\mathbf r|\), these are the angular parts of three p orbitals, up to normalisation.

In the file, `Poly3` is the ring of complex polynomials in three variables, with indices 0, 1, 2 for \(x,y,z\). The generating function `generator` is a polynomial in \(t\) whose coefficients lie in `Poly3`, and `generator_eq` confirms that it is the expression above. `solid l k` is \(S_{l,k}\). The variable \(t\) is formal, and `laplacian` and `angularZ` are built from formal partial derivatives, which for polynomials agree with the usual ones.

The theorem `herglotz_expansion` states three things for every natural number \(l\), including zero: \(H^l\) is the sum over \(t^0,\dots,t^{2l}\), each coefficient has zero Laplacian, and the family of \(2l+1\) coefficients is linearly independent over \(\mathbb C\). Two separate theorems add that \(S_{l,k}\) is homogeneous of degree \(l\) and that \(L_zS_{l,k}=(l-k)S_{l,k}\), in units of \(\hbar\). The magnetic quantum number is therefore \(m=l-k\), running from \(l\) down to \(-l\).

For one electron in a central potential, these polynomials divided by \(r^l\) are the angular parts of the states with definite \(l\) and \(m\), without normalisation. The theorems involve no inner product, so they say nothing about orthogonality or the phase convention of the \(Y_{lm}\). Nor do they state that the coefficients span all harmonic polynomials of degree \(l\).

## A null vector makes every coefficient harmonic

The vector \(\mathbf a\) has zero square, taken without complex conjugation:

\[
\mathbf a\cdot\mathbf a=(1-t^2)^2-(1+t^2)^2+4t^2=-4t^2+4t^2=0 .
\]

This is `nullVector_sq`. Since \(\partial_iH=a_i\) and \(a_i\) does not depend on position, for \(l\ge 2\)

\[
\partial_iH^l=l\,H^{l-1}a_i,\qquad
\nabla^2H^l=l(l-1)H^{l-2}\sum_i a_i^2=0 .
\]

For \(l=0\) and \(l=1\) the second derivatives vanish at once. The spatial derivatives do not touch \(t\), so every coefficient of \(t^k\) is harmonic separately.

Lean's partial derivative acts on `Poly3`, not on polynomials in \(t\) over it, so the proof differentiates coefficient by coefficient. `coeff_leibniz` supplies the product rule in that form, `pderiv_generator` gives \(\partial_iH=a_i\), and `pderiv_solid` obtains the first derivative of \(H^{l+1}\) by induction on \(l\). `laplacian_solid` treats \(l=0\), \(l=1\) and \(l=n+2\) separately; in the last case it differentiates again and sums over \(i\) to produce \(\mathbf a\cdot\mathbf a\).

Homogeneity follows because each coefficient of \(H\) is linear in \(x,y,z\), and each multiplication by \(H\) raises the degree by one. `solid_isHomogeneous` is this induction.

## The power of \(t\) fixes the magnetic quantum number

With \(L_z=-i(x\partial_y-y\partial_x)\),

\[
L_zH=-i\bigl[x\,i(1+t^2)-y(1-t^2)\bigr]=x(1+t^2)+iy(1-t^2).
\]

On the other hand, \(\partial_tH=-2tx+2ity+2z\), so

\[
H-t\,\partial_tH=x(1+t^2)+iy(1-t^2)=L_zH .
\]

Because \(L_z\) obeys the product rule, for \(l\ge1\)

\[
L_zH^l=l\,H^{l-1}(H-t\,\partial_tH)=l\,H^l-t\,\partial_tH^l .
\]

The operator \(t\,\partial_t\) multiplies the coefficient of \(t^k\) by \(k\), which leaves the eigenvalue \(l-k\). For \(l=0\) the only nonzero coefficient is the constant 1, with eigenvalue 0.

In `angularZ_solid`, `key` is the identity for \(H\), `hpoly` the one for its power, and `euler` the action of \(t\,\partial_t\) on coefficients. The tactic `linear_combination` checks the algebra, with \(i^2=-1\) supplied as `hI`.

## Restriction to a curve separates the coefficients

For linear independence, substitute

\[
x=\tfrac12(1-s^2),\qquad y=-\tfrac i2(1+s^2),\qquad z=s .
\]

The generating function becomes a perfect square:

\[
H=\tfrac12(1-s^2)(1-t^2)+\tfrac12(1+s^2)(1+t^2)+2st=1+2st+s^2t^2=(1+st)^2 .
\]

Hence \(H^l=(1+st)^{2l}\), and comparing powers of \(t\) gives

\[
S_{l,k}\;\longmapsto\;\binom{2l}{k}s^k .
\]

Suppose now that \(\sum_{k=0}^{2l}c_kS_{l,k}=0\) with complex \(c_k\). On the curve this reads \(\sum_kc_k\binom{2l}{k}s^k=0\), so every \(c_k\binom{2l}{k}\) vanishes. The binomial coefficients are nonzero for \(0\le k\le 2l\), and therefore all \(c_k=0\). In particular, no \(S_{l,k}\) in this range is the zero polynomial, so each is a genuine eigenfunction of \(L_z\).

The substitution is the ring homomorphism `coneRestriction`, which allows complex values of the coordinates. `coeff_binomial` proves the binomial expansion by induction using Pascal's rule, and `coneRestriction_solid` combines it with the perfect square.

The final theorem, `herglotz_expansion`, combines the expansion in powers of \(t\) with `laplacian_solid` and this independence argument. Its first part follows from the bound that \(H\) has degree at most 2 in \(t\), so that \(H^l\) has degree at most \(2l\). For independence, it applies the restriction to a vanishing linear combination and extracts the coefficient of \(s^j\); `Finset.sum_eq_single` keeps the one surviving term, and `Nat.choose_pos` shows that its binomial factor is nonzero.
